# The direct RPA energy of the half-filled Hubbard dimer has a kink at U = 2t on its lowest Hartree–Fock determinant

## Why is there a kink if the Hartree–Fock energy has none?

I treat two electrons of opposite spin on two sites, with hopping \(t>0\) and on-site repulsion \(U\), and as reference for direct RPA I take the lowest Hartree–Fock determinant at each \(U\): restricted up to \(U=2t\), broken-symmetry beyond. The Hartree–Fock energy has a continuous slope at \(2t\), and the RPA frequency stays well above zero. Yet my total energy seems to change slope there. Is that real, or is it a bug?

## It comes from the term subtracted from the frequency

The kink is real for this reference. The slope of the total energy jumps by \(1/2\), all of it from the correlation energy.

**The reference.** Let the two spins occupy \((\cos a,\sin a)\) and \((\cos b,\sin b)\), and put \(p=\cos a\sin a\), \(q=\cos b\sin b\). The energy is

\[
E=-2t(p+q)+U(\cos^2a\cos^2b+\sin^2a\sin^2b)
\]
\[
\phantom{E}=g(p)+g(q)+U(1-\cos^2a-\cos^2b)^2,\qquad g(p)=-2tp+Up^2 .
\]

The square vanishes for \(b=\pi/2-a\), which also gives \(q=p\). Since \(p\le 1/2\), there are two cases.

- For \(0\le U\le 2t\), \(g(p)-g(\tfrac12)=(\tfrac12-p)\,(2t-U(p+\tfrac12))\ge0\), so the minimum is \(2g(\tfrac12)=-2t+U/2\).
- For \(U>2t\), \(g(p)=U(p-t/U)^2-t^2/U\), so the minimum is \(-2t^2/U\), at \(p=t/U\).

The slopes at \(U=2t\) are \(1/2\) and \(2t^2/U^2=1/2\).

**Gap and coupling.** Let \(D\) be the orbital gap and \(K=U\sum_k(i_ka_k)^2\) the repulsion of the transition density between the occupied orbital \(i\) and the empty orbital \(a\) with itself. The restricted orbitals \((1,\pm1)/\sqrt2\) have energies \(U/2\mp t\), so \(D=2t\) and \(K=U/2\).

Beyond \(2t\), one spin occupies \((c,s)\) with \(c^2+s^2=1\) and \(Ucs=t\), and the other occupies \((s,c)\). The first spin feels site energies \(Us^2\) and \(Uc^2\). Its Fock matrix sends \((c,s)\) to \((Ucs-t)(s,c)=0\) and \((-s,c)\) to \(U(-s,c)\). Hence \(D=U\) and \(K=2Uc^2s^2=2t^2/U\).

**The RPA energy.** Direct RPA leaves out the exchange terms that would cancel the repulsion between equal spins. The excitation of each spin therefore couples to itself as well as to that of the other spin, both times with magnitude \(K\). In the channel that combines both spins, the amplitudes \(X,Y\) and the frequency \(\omega\) obey

\[
(D+2K)X+2KY=\omega X,\qquad -2KX-(D+2K)Y=\omega Y,
\]

so \(\omega^2=(D+2K)^2-(2K)^2=D(D+4K)\), and \(E_c=(\omega-D-2K)/2\). Inserting \(D\) and \(K\):

\[
E_c=\tfrac12\left(\sqrt{4t^2+4tU}-2t-U\right)\quad(U\le2t),
\]
\[
E_c=\tfrac12\left(\sqrt{U^2+8t^2}-U-\tfrac{4t^2}{U}\right)\quad(U>2t).
\]

Both formulas give \((\sqrt3-2)t\) at \(U=2t\). Both radicands equal \(12t^2\) there and have slope \(4t\), so \(\omega\) has slope \(4t/(2\sqrt{12t^2})=1/\sqrt3\) on either side. The subtracted term \(D+2K\) has slope \(1\) on the left and \(1-4t^2/U^2=0\) on the right. Therefore

\[
E_c'(2t^-)=\frac1{2\sqrt3}-\frac12,\qquad E_c'(2t^+)=\frac1{2\sqrt3}.
\]

**What the Lean statements say.** `hfEnergy`, `gap`, `coupling` and `Ec` are functions of real `t` and `U`, defined by the two-branch formulas. Four theorems tie these formulas to the model:

- `hfEnergy_isLeast` says that `hfEnergy` is attained and is a lower bound among determinants with one real orbital per spin, for \(t>0\) and \(U\ge0\). Complex and spin-mixed orbitals are left out.
- `restricted_orbitals` and `broken_orbitals` confirm the Fock equations, gaps and couplings.
- `rpa_frequency` says that a positive `w` solves the RPA equations with a nonzero amplitude exactly when it is the stated root, for \(D>0\) and \(K\ge0\).

`rpa_kink` then gives the Hartree–Fock derivative, the continuity of `Ec` and its one-sided slopes; `Iic` and `Ici` are the half-lines to the left and right of \(2t\). `total_energy_not_differentiable` is the answer to your question.

The step left to physics is the reduction of the two-spin direct RPA problem to this single channel, together with its energy formula. The two spins have equal gaps and, up to sign, equal transition densities; the other combination has frequency \(D\) and contributes no correlation energy.

**Keeping the restricted orbitals.** Had the reference been restricted for all \(U\ge0\), the first formula for \(E_c\) would hold throughout and the kink would disappear. Beyond \(2t\), however, the reference would no longer be the lowest determinant.

For interaction or bond-stretching scans, this two-site model shows that a mean-field energy with a continuous slope does not guarantee a direct RPA total with a continuous slope where the reference breaks symmetry.

```lean
import Mathlib

open Real Matrix Set

namespace DimerRPAKink

noncomputable section

/-- Energy of the dimer determinant whose spin-up and spin-down electrons occupy the real
orbitals `(cos a, sin a)` and `(cos b, sin b)`, with hopping `t` and on-site repulsion `U`. -/
def detEnergy (t U a b : ℝ) : ℝ :=
  -2 * t * (cos a * sin a + cos b * sin b) + U * ((cos a * cos b) ^ 2 + (sin a * sin b) ^ 2)

/-- Hartree-Fock energy of the dimer for `t > 0` and `U ≥ 0`: restricted up to `U = 2t`,
unrestricted beyond. -/
def hfEnergy (t U : ℝ) : ℝ := if U ≤ 2 * t then -2 * t + U / 2 else -2 * t ^ 2 / U

/-- Gap between the occupied and the empty Hartree-Fock orbital, for `t > 0` and `U ≥ 0`. -/
def gap (t U : ℝ) : ℝ := if U ≤ 2 * t then 2 * t else U

/-- Coupling of the orbital excitation to itself, for `t > 0` and `U ≥ 0`. -/
def coupling (t U : ℝ) : ℝ := if U ≤ 2 * t then U / 2 else 2 * t ^ 2 / U

/-- RPA correlation energy for gap `D > 0` and coupling `K ≥ 0`: half the difference between
the RPA frequency and `D + 2K`. -/
def rpaCorr (D K : ℝ) : ℝ := (√(D * (D + 4 * K)) - D - 2 * K) / 2

/-- RPA correlation energy of the dimer on its Hartree-Fock orbitals, for `t > 0` and `U ≥ 0`. -/
def Ec (t U : ℝ) : ℝ := rpaCorr (gap t U) (coupling t U)

/-- Fock matrix felt by one electron when the other spin has site occupations `n₁`, `n₂`. -/
def fock (t U n₁ n₂ : ℝ) : Matrix (Fin 2) (Fin 2) ℝ := !![U * n₁, -t; -t, U * n₂]

/-- On-site repulsion of the transition density between orbitals `i` and `a` with itself. -/
def transitionCoupling (U : ℝ) (i a : Fin 2 → ℝ) : ℝ := U * ∑ k, (i k * a k) ^ 2

/-- For `t > 0` and `U ≥ 0`, the Hartree-Fock energy is the minimum of the energy over all
determinants with one real orbital for each spin. -/
theorem hfEnergy_isLeast {t U : ℝ} (ht : 0 < t) (hU : 0 ≤ U) :
    IsLeast (range fun p : ℝ × ℝ => detEnergy t U p.1 p.2) (hfEnergy t U) := by
  -- paired orbitals realise every bond order s between -1 and 1
  have attain : ∀ s : ℝ, -1 ≤ s → s ≤ 1 →
      detEnergy t U (arcsin s / 2) (π / 2 - arcsin s / 2) = -2 * t * s + U * s ^ 2 / 2 := by
    intro s h1 h2
    have h : 2 * sin (arcsin s / 2) * cos (arcsin s / 2) = s := by
      rw [← Real.sin_two_mul, show 2 * (arcsin s / 2) = arcsin s by ring,
        Real.sin_arcsin h1 h2]
    unfold detEnergy
    rw [Real.cos_pi_div_two_sub, Real.sin_pi_div_two_sub]
    linear_combination
      (-2 * t + U / 2 * (2 * sin (arcsin s / 2) * cos (arcsin s / 2) + s)) * h
  -- the energy splits into one-orbital terms and a square
  have split : ∀ a b : ℝ, detEnergy t U a b = -2 * t * (cos a * sin a + cos b * sin b)
      + U * ((cos a * sin a) ^ 2 + (cos b * sin b) ^ 2)
      + U * (1 - cos a ^ 2 - cos b ^ 2) ^ 2 := by
    intro a b
    have ha : sin a ^ 2 = 1 - cos a ^ 2 := Real.sin_sq a
    have hb : sin b ^ 2 = 1 - cos b ^ 2 := Real.sin_sq b
    simp only [detEnergy, mul_pow, ha, hb]
    ring
  by_cases h : U ≤ 2 * t
  · rw [hfEnergy, if_pos h]
    refine ⟨⟨(arcsin 1 / 2, π / 2 - arcsin 1 / 2), ?_⟩, ?_⟩
    · exact (attain 1 (by norm_num) le_rfl).trans (by ring)
    · rintro _ ⟨⟨a, b⟩, rfl⟩
      have key : ∀ x : ℝ, -t + U / 4 ≤ -2 * t * (cos x * sin x) + U * (cos x * sin x) ^ 2 := by
        intro x
        have hp : cos x * sin x ≤ 1 / 2 := by
          nlinarith [sq_nonneg (cos x - sin x), Real.sin_sq_add_cos_sq x]
        have h1 : U * (cos x * sin x + 1 / 2) ≤ U * 1 :=
          mul_le_mul_of_nonneg_left (by linarith) hU
        nlinarith [mul_nonneg (sub_nonneg.2 hp) (sub_nonneg.2 (h1.trans (by linarith : U * 1 ≤ 2 * t)))]
      have hz := mul_nonneg hU (sq_nonneg (1 - cos a ^ 2 - cos b ^ 2))
      show _ ≤ detEnergy t U a b
      rw [split]
      linarith [key a, key b]
  · have h' : 2 * t < U := not_le.1 h
    have h0 : 0 < U := by linarith
    rw [hfEnergy, if_neg h]
    refine ⟨⟨(arcsin (2 * t / U) / 2, π / 2 - arcsin (2 * t / U) / 2), ?_⟩, ?_⟩
    · have hpos : 0 ≤ 2 * t / U := by positivity
      refine (attain _ (by linarith) ((div_le_one h0).2 h'.le)).trans ?_
      have hx : 2 * t / U * U = 2 * t := div_mul_cancel₀ _ h0.ne'
      rw [eq_div_iff h0.ne']
      linear_combination (2 * t / U * U - 2 * t) / 2 * hx
    · rintro _ ⟨⟨a, b⟩, rfl⟩
      show _ ≤ detEnergy t U a b
      rw [split, div_le_iff₀ h0]
      nlinarith [sq_nonneg (U * (cos a * sin a) - t), sq_nonneg (U * (cos b * sin b) - t),
        sq_nonneg (U * (1 - cos a ^ 2 - cos b ^ 2))]

private lemma fock_eig {t U n₁ n₂ x y e : ℝ} (h1 : U * n₁ * x - t * y = e * x)
    (h2 : -t * x + U * n₂ * y = e * y) : fock t U n₁ n₂ *ᵥ ![x, y] = e • ![x, y] := by
  ext i
  fin_cases i <;> simp [fock, Matrix.mulVec, dotProduct, Fin.sum_univ_two] <;> linarith

private lemma transition_eq (U a b c d : ℝ) :
    transitionCoupling U ![a, b] ![c, d] = U * ((a * c) ^ 2 + (b * d) ^ 2) := by
  simp [transitionCoupling, Fin.sum_univ_two]

/-- For `U ≤ 2t` the normalised bonding and antibonding orbitals solve the Fock equations,
and they have the stated gap and coupling. -/
theorem restricted_orbitals {t U c : ℝ} (hU : U ≤ 2 * t) (h : 2 * c ^ 2 = 1) :
    fock t U (c ^ 2) (c ^ 2) *ᵥ ![c, c] = (U / 2 - t) • ![c, c] ∧
    fock t U (c ^ 2) (c ^ 2) *ᵥ ![-c, c] = (U / 2 - t + gap t U) • ![-c, c] ∧
    transitionCoupling U ![c, c] ![-c, c] = coupling t U := by
  rw [gap, coupling, if_pos hU, if_pos hU, transition_eq]
  refine ⟨fock_eig ?_ ?_, fock_eig ?_ ?_, ?_⟩
  · linear_combination (U * c / 2) * h
  · linear_combination (U * c / 2) * h
  · linear_combination (-(U * c / 2)) * h
  · linear_combination (U * c / 2) * h
  · linear_combination (U / 2 * (2 * c ^ 2 + 1)) * h

/-- For `U > 2t` a normalised orbital `(c, s)` with `U c s = t`, facing its mirror image in the
other spin, solves the Fock equation with energy zero; its partner `(-s, c)` lies higher by the
stated gap, and the two have the stated coupling. -/
theorem broken_orbitals {t U c s : ℝ} (hU : 2 * t < U) (h : c ^ 2 + s ^ 2 = 1)
    (hs : U * (c * s) = t) :
    fock t U (s ^ 2) (c ^ 2) *ᵥ ![c, s] = (0 : ℝ) • ![c, s] ∧
    fock t U (s ^ 2) (c ^ 2) *ᵥ ![-s, c] = gap t U • ![-s, c] ∧
    transitionCoupling U ![c, s] ![-s, c] = coupling t U := by
  have h0 : U ≠ 0 := by
    rintro rfl
    rw [zero_mul] at hs
    linarith
  rw [gap, coupling, if_neg (not_le.2 hU), if_neg (not_le.2 hU), transition_eq]
  refine ⟨fock_eig ?_ ?_, fock_eig ?_ ?_, ?_⟩
  · linear_combination s * hs
  · linear_combination c * hs
  · linear_combination c * hs - U * s * h
  · linear_combination (-s) * hs + U * c * h
  · rw [eq_div_iff h0]
    linear_combination 2 * (U * (c * s) + t) * hs

/-- For `D > 0` and `K ≥ 0`, a positive `w` is a frequency of the spin-summed RPA equations
exactly when `w = √(D (D + 4K))`. -/
theorem rpa_frequency {D K w : ℝ} (hD : 0 < D) (hK : 0 ≤ K) (hw : 0 < w) :
    (∃ X Y : ℝ, (X ≠ 0 ∨ Y ≠ 0) ∧ (D + 2 * K) * X + 2 * K * Y = w * X ∧
      -(2 * K * X) - (D + 2 * K) * Y = w * Y) ↔ w = √(D * (D + 4 * K)) := by
  constructor
  · rintro ⟨X, Y, hXY, h1, h2⟩
    -- eliminating one amplitude leaves the secular equation
    have hX : (D * (D + 4 * K) - w ^ 2) * X = 0 := by
      linear_combination (D + 2 * K + w) * h1 + 2 * K * h2
    have hY : (D * (D + 4 * K) - w ^ 2) * Y = 0 := by
      linear_combination (-(2 * K)) * h1 - (D + 2 * K - w) * h2
    have hsec : D * (D + 4 * K) - w ^ 2 = 0 := by
      rcases hXY with h | h
      · exact (mul_eq_zero.1 hX).resolve_right h
      · exact (mul_eq_zero.1 hY).resolve_right h
    rw [sub_eq_zero.1 hsec, Real.sqrt_sq hw.le]
  · intro h
    have hsq : w ^ 2 = D * (D + 4 * K) := by
      rw [h]
      exact Real.sq_sqrt (by positivity)
    refine ⟨D + 2 * K + w, -(2 * K), Or.inl (by positivity), ?_, by ring⟩
    linear_combination -hsq

private lemma sqrt_twelve {t : ℝ} (ht : 0 < t) : √(12 * t ^ 2) = 2 * √3 * t := by
  have h : 12 * t ^ 2 = (2 * √3 * t) ^ 2 := by
    rw [mul_pow, mul_pow, Real.sq_sqrt (show (0 : ℝ) ≤ 3 by norm_num)]
    ring
  rw [h]
  exact Real.sqrt_sq (by positivity)

private lemma slope_sqrt {t : ℝ} (ht : 0 < t) {f : ℝ → ℝ} (hf : HasDerivAt f (4 * t) (2 * t))
    (hv : f (2 * t) = 12 * t ^ 2) : HasDerivAt (fun u => √(f u)) (1 / √3) (2 * t) := by
  have h1 := hf.sqrt (by rw [hv]; positivity)
  refine h1.congr_deriv ?_
  rw [hv, sqrt_twelve ht, div_eq_div_iff (by positivity) (by positivity)]
  ring

private lemma slope_inv (a : ℝ) {x : ℝ} (hx : x ≠ 0) :
    HasDerivAt (fun u => a / u) (-a / x ^ 2) x := by
  have h := (hasDerivAt_const x a).fun_div (hasDerivAt_id' x) hx
  exact h.congr_deriv (by ring)

/-- For `t > 0`, at `U = 2t` the Hartree-Fock energy is differentiable with slope `1/2`, while
the RPA correlation energy is continuous with two different one-sided slopes. -/
theorem rpa_kink {t : ℝ} (ht : 0 < t) :
    HasDerivAt (hfEnergy t) (1 / 2) (2 * t) ∧ ContinuousAt (Ec t) (2 * t) ∧
    HasDerivWithinAt (Ec t) (1 / (2 * √3) - 1 / 2) (Iic (2 * t)) (2 * t) ∧
    HasDerivWithinAt (Ec t) (1 / (2 * √3)) (Ici (2 * t)) (2 * t) := by
  have h2 : 2 * t ≠ 0 := by positivity
  -- the formulas beyond the transition also hold at the transition
  have hfR : ∀ u ∈ Ici (2 * t), hfEnergy t u = -2 * t ^ 2 / u := by
    intro u hu
    rcases (mem_Ici.1 hu).eq_or_lt with h | h
    · rw [← h, hfEnergy, if_pos le_rfl, eq_div_iff h2]
      ring
    · rw [hfEnergy, if_neg (not_le.2 h)]
  have ecR : ∀ u ∈ Ici (2 * t), Ec t u = (√(u ^ 2 + 8 * t ^ 2) - u - 4 * t ^ 2 / u) / 2 := by
    intro u hu
    have hu0 : u ≠ 0 := by
      have := mem_Ici.1 hu
      exact (by linarith : 0 < u).ne'
    have hg : gap t u = u ∧ coupling t u = 2 * t ^ 2 / u := by
      rcases (mem_Ici.1 hu).eq_or_lt with h | h
      · rw [← h, gap, coupling, if_pos le_rfl, if_pos le_rfl, eq_div_iff h2]
        exact ⟨rfl, by ring⟩
      · rw [gap, coupling, if_neg (not_le.2 h), if_neg (not_le.2 h)]
        exact ⟨rfl, rfl⟩
    have e : 2 * t ^ 2 / u * u = 2 * t ^ 2 := div_mul_cancel₀ _ hu0
    have e' : u * (u + 4 * (2 * t ^ 2 / u)) = u ^ 2 + 8 * t ^ 2 := by
      linear_combination 4 * e
    rw [Ec, hg.1, hg.2, rpaCorr, e']
    ring
  have ecL : ∀ u ∈ Iic (2 * t), Ec t u = (√(4 * t ^ 2 + 4 * t * u) - 2 * t - u) / 2 := by
    intro u hu
    have e : 2 * t * (2 * t + 4 * (u / 2)) = 4 * t ^ 2 + 4 * t * u := by ring
    rw [Ec, gap, coupling, if_pos (mem_Iic.1 hu), if_pos (mem_Iic.1 hu), rpaCorr, e]
    ring
  -- the two Hartree-Fock slopes agree
  have hf1 : HasDerivWithinAt (hfEnergy t) (1 / 2) (Iic (2 * t)) (2 * t) := by
    have h : HasDerivAt (fun u : ℝ => -2 * t + u / 2) (1 / 2) (2 * t) :=
      ((hasDerivAt_id' (2 * t)).div_const 2).const_add (-2 * t)
    exact h.hasDerivWithinAt.congr (fun u hu => if_pos hu) (if_pos le_rfl)
  have hf2 : HasDerivWithinAt (hfEnergy t) (1 / 2) (Ici (2 * t)) (2 * t) := by
    have h := (slope_inv (-2 * t ^ 2) h2).congr_deriv
      (show -(-2 * t ^ 2) / (2 * t) ^ 2 = 1 / 2 by
        rw [div_eq_iff (by positivity)]
        ring)
    exact h.hasDerivWithinAt.congr hfR (hfR _ self_mem_Ici)
  -- the two correlation slopes differ
  have hl : HasDerivWithinAt (Ec t) (1 / (2 * √3) - 1 / 2) (Iic (2 * t)) (2 * t) := by
    have h0 : HasDerivAt (fun u : ℝ => 4 * t ^ 2 + 4 * t * u) (4 * t) (2 * t) :=
      (((hasDerivAt_id' (2 * t)).const_mul (4 * t)).const_add (4 * t ^ 2)).congr_deriv (by ring)
    have h := (((slope_sqrt ht h0 (by ring)).sub_const (2 * t)).fun_sub
      (hasDerivAt_id' (2 * t))).div_const 2
    exact (h.congr_deriv (by ring)).hasDerivWithinAt.congr ecL (ecL _ self_mem_Iic)
  have hr : HasDerivWithinAt (Ec t) (1 / (2 * √3)) (Ici (2 * t)) (2 * t) := by
    have h0 : HasDerivAt (fun u : ℝ => u ^ 2 + 8 * t ^ 2) (4 * t) (2 * t) := by
      have e : (fun u : ℝ => u ^ 2 + 8 * t ^ 2) = fun u => u * u + 8 * t ^ 2 := by
        funext u
        ring
      rw [e]
      exact (((hasDerivAt_id' (2 * t)).fun_mul (hasDerivAt_id' (2 * t))).add_const
        (8 * t ^ 2)).congr_deriv (by ring)
    have hi := (slope_inv (4 * t ^ 2) h2).congr_deriv
      (show -(4 * t ^ 2) / (2 * t) ^ 2 = -1 by
        rw [div_eq_iff (by positivity)]
        ring)
    have h := (((slope_sqrt ht h0 (by ring)).fun_sub
      (hasDerivAt_id' (2 * t))).fun_sub hi).div_const 2
    exact (h.congr_deriv (by ring)).hasDerivWithinAt.congr ecR (ecR _ self_mem_Ici)
  refine ⟨?_, continuousAt_iff_continuous_left_right.2
    ⟨hl.continuousWithinAt, hr.continuousWithinAt⟩, hl, hr⟩
  have h := hf1.union hf2
  rwa [Iic_union_Ici, hasDerivWithinAt_univ] at h

/-- For `t > 0`, the sum of the Hartree-Fock and RPA correlation energies is not differentiable
in `U` at `U = 2t`. -/
theorem total_energy_not_differentiable {t : ℝ} (ht : 0 < t) :
    ¬ DifferentiableAt ℝ (fun U => hfEnergy t U + Ec t U) (2 * t) := by
  intro h
  obtain ⟨hf, -, hl, hr⟩ := rpa_kink ht
  have uL := uniqueDiffWithinAt_Iic (2 * t)
  have uR := uniqueDiffWithinAt_Ici (2 * t)
  -- a derivative would have to equal both one-sided slopes
  have eL := ((hf.hasDerivWithinAt.fun_add hl).derivWithin uL).symm.trans
    (h.hasDerivAt.hasDerivWithinAt.derivWithin uL)
  have eR := ((hf.hasDerivWithinAt.fun_add hr).derivWithin uR).symm.trans
    (h.hasDerivAt.hasDerivWithinAt.derivWithin uR)
  linarith

end

end DimerRPAKink
```

```lean
#print axioms DimerRPAKink.broken_orbitals
-- 'DimerRPAKink.broken_orbitals' depends on axioms: [propext, Classical.choice, Quot.sound]
#print axioms DimerRPAKink.rpa_frequency
-- 'DimerRPAKink.rpa_frequency' depends on axioms: [propext, Classical.choice, Quot.sound]
#print axioms DimerRPAKink.rpa_kink
-- 'DimerRPAKink.rpa_kink' depends on axioms: [propext, Classical.choice, Quot.sound]
#print axioms DimerRPAKink.total_energy_not_differentiable
-- 'DimerRPAKink.total_energy_not_differentiable' depends on axioms: [propext, Classical.choice, Quot.sound]
```

**How the proof is built.** In `hfEnergy_isLeast`, `split` is the decomposition into \(g(p)+g(q)\) and a square, `key` is the factorised inequality for \(U\le2t\), and `nlinarith` completes the squares beyond. `attain` supplies the paired orbitals, with \(\sin 2a\) equal to \(1\) or \(2t/U\).

For the orbitals, `fock_eig` reduces each eigenvalue equation to its two components, and `linear_combination` inserts the normalisation and \(Ucs=t\). `rpa_frequency` eliminates one amplitude to get the secular equation; conversely, it exhibits the solution \(X=D+2K+\omega\), \(Y=-2K\).

In `rpa_kink`, `hfR` and `ecR` show that the right-hand formulas also hold at \(U=2t\) itself, so each branch can be differentiated up to the endpoint. `slope_sqrt` serves both sides, because the radicands share value and slope. The two Hartree–Fock derivatives are joined by `union`, and continuity of `Ec` follows from its one-sided derivatives.

In the last theorem, a derivative of the total would have to equal both one-sided slopes, \(1/(2\sqrt3)\) and \(1/2+1/(2\sqrt3)\), which `linarith` refutes.
